# Away from the zeros of $y_l$, the hard-sphere phase has slope in $[-1,0)$ for every $l$

Let a particle of wave number $k$ scatter off an impenetrable sphere of radius $a$, and put $x=ka$. In the s-wave the regular and irregular radial functions are $j_0=\sin x/x$ and $y_0=-\cos x/x$. The phase $d_0=\arctan(j_0/y_0)=\arctan(-\tan x)$ equals $-x$ up to a multiple of $\pi$, so its slope is $-1$. In the p-wave the same quotient gives $d_1=\arctan x-x$, again up to a multiple of $\pi$, with slope
$$\frac{1}{1+x^2}-1=-\frac{1}{1+1/x^2}.$$
Both slopes are $-1/M_l$ with $M_l=x^2(j_l^2+y_l^2)$: here $M_0=1$ and $M_1=1+1/x^2$. For every natural $l$, $M_l$ is a polynomial in $1/x$ with natural-number coefficients and is at least 1.

In this single-particle hard-sphere model, the derivative of the phase with respect to $k$ therefore lies in $[-a,0)$ at fixed $a$ wherever $y_l(ka)\ne0$, which gives a simple check on a radial scattering code run for a hard sphere.

## Natural $l$: waves generated from $l=0$ and $l=1$

Natural $l$ is the orbital angular momentum in three dimensions. The functions are defined by their elementary forms for $l=0,1$, which fix sign and normalisation, and by
$$f_{l+2}=\frac{2l+3}{x}f_{l+1}-f_l .$$

```lean
import Mathlib

open Polynomial

namespace HardSpherePhase

noncomputable section

/-- The regular spherical Bessel function `j_l`, built from `j_0` and `j_1` by the
three-term recurrence. -/
def sphJ : ℕ → ℝ → ℝ
  | 0 => fun x => Real.sin x / x
  | 1 => fun x => Real.sin x / x ^ 2 - Real.cos x / x
  | l + 2 => fun x => (2 * (l : ℝ) + 3) / x * sphJ (l + 1) x - sphJ l x

/-- The irregular spherical Bessel function `y_l`, built from `y_0` and `y_1` by the
three-term recurrence. -/
def sphY : ℕ → ℝ → ℝ
  | 0 => fun x => -Real.cos x / x
  | 1 => fun x => -Real.cos x / x ^ 2 - Real.sin x / x
  | l + 2 => fun x => (2 * (l : ℝ) + 3) / x * sphY (l + 1) x - sphY l x
```

In the next definitions, `phase` is $d_l$ on the principal branch of the arctangent, `modulus` is $M_l$, and `modulusPoly` is the polynomial $p_l$ that will satisfy $M_l(x)=p_l(1/x)$.

```lean
/-- The hard-sphere phase of the partial wave `l`, as a function of `x = k a`. -/
def phase (l : ℕ) (x : ℝ) : ℝ := Real.arctan (sphJ l x / sphY l x)

/-- The squared modulus `x² (j_l² + y_l²)` of `x (j_l + i y_l)`, the outgoing radial wave multiplied
by `x`. -/
def modulus (l : ℕ) (x : ℝ) : ℝ := x ^ 2 * (sphJ l x ^ 2 + sphY l x ^ 2)

/-- Polynomials with natural-number coefficients, defined by a recursion in `l`. -/
def modulusPoly : ℕ → ℕ[X]
  | 0 => 1
  | 1 => 1 + X ^ 2
  | l + 2 => modulusPoly l + ((2 * l + 3 : ℕ) : ℕ[X]) * X ^ 2 *
      (modulusPoly (l + 1) + X * derivative (modulusPoly (l + 1)))
```

The recurrence alone fixes the dependence on $l$, not on $x$. The derivatives come from the ladder relations
$$f_l'=\frac{l}{x}f_l-f_{l+1},\qquad f_{l+1}'=f_l-\frac{l+2}{x}f_{l+1}.$$

```lean
/-- The derivative relations that raise and lower the angular momentum of a family of
radial waves on `x > 0`. -/
def IsLadder (f : ℕ → ℝ → ℝ) : Prop :=
  ∀ (l : ℕ) (x : ℝ), 0 < x →
    HasDerivAt (f l) (l / x * f l x - f (l + 1) x) x ∧
    HasDerivAt (f (l + 1)) (f l x - (l + 2) / x * f (l + 1) x) x
```

For $l=0$ they follow by differentiating sines and cosines. For the induction step, inserting the recurrence into the second relation gives the first one at $l+1$. Differentiating the recurrence gives the other:
$$f_{l+2}'=f_{l+1}+\frac{l+3}{x}f_l-\frac{(2l+3)(l+3)}{x^2}f_{l+1}=f_{l+1}-\frac{l+3}{x}f_{l+2}.$$
The first theorem below does this for any family with the right recurrence and lowest derivatives; the second supplies those derivatives for $j$ and $y$.

```lean
/-- If a family obeys the three-term recurrence and the derivative relations for its two
lowest members, it obeys the ladder relations for every `l`. -/
theorem isLadder_of_recurrence {f : ℕ → ℝ → ℝ}
    (hrec : ∀ (l : ℕ) (x : ℝ), f (l + 2) x = (2 * (l : ℝ) + 3) / x * f (l + 1) x - f l x)
    (h0 : ∀ x, 0 < x → HasDerivAt (f 0) (-(f 1 x)) x)
    (h1 : ∀ x, 0 < x → HasDerivAt (f 1) (f 0 x - 2 / x * f 1 x) x) : IsLadder f := by
  intro l x hx
  have hx0 : x ≠ 0 := hx.ne'
  induction l with
  | zero => exact ⟨(h0 x hx).congr_deriv (by simp), (h1 x hx).congr_deriv (by simp)⟩
  | succ l ih =>
    obtain ⟨a, b⟩ := ih
    have hfun : f (l + 2) = fun t => (2 * (l : ℝ) + 3) / t * f (l + 1) t - f l t :=
      funext (hrec l)
    refine ⟨b.congr_deriv ?_, ?_⟩
    · rw [show l + 1 + 1 = l + 2 from rfl, hrec]
      push_cast
      ring
    · -- differentiate the recurrence
      have hd : HasDerivAt (fun t => (2 * (l : ℝ) + 3) / t * f (l + 1) t - f l t)
          (f (l + 1) x - (l + 3) / x * ((2 * (l : ℝ) + 3) / x * f (l + 1) x - f l x)) x :=
        ((((hasDerivAt_const x (2 * (l : ℝ) + 3)).fun_div (hasDerivAt_id' x) hx0).fun_mul
          b).fun_sub a).congr_deriv (by field_simp; ring)
      rw [← hfun] at hd
      refine hd.congr_deriv ?_
      rw [show l + 1 + 1 = l + 2 from rfl, hrec]
      push_cast
      ring

/-- Both the regular and the irregular spherical Bessel functions obey the ladder
relations. -/
theorem bessel_isLadder : IsLadder sphJ ∧ IsLadder sphY := by
  have hsq : ∀ x : ℝ, HasDerivAt (fun t : ℝ => t ^ 2) (2 * x) x := fun x => by
    simpa using hasDerivAt_pow 2 x
  constructor
  · refine isLadder_of_recurrence (fun _ _ => rfl) (fun x hx => ?_) (fun x hx => ?_)
    · exact ((Real.hasDerivAt_sin x).fun_div (hasDerivAt_id' x) hx.ne').congr_deriv
        (by simp only [sphJ]; field_simp; ring)
    · exact (((Real.hasDerivAt_sin x).fun_div (hsq x) (pow_ne_zero 2 hx.ne')).fun_sub
        ((Real.hasDerivAt_cos x).fun_div (hasDerivAt_id' x) hx.ne')).congr_deriv
        (by simp only [sphJ]; field_simp; ring)
  · refine isLadder_of_recurrence (fun _ _ => rfl) (fun x hx => ?_) (fun x hx => ?_)
    · exact ((Real.hasDerivAt_cos x).fun_neg.fun_div (hasDerivAt_id' x) hx.ne').congr_deriv
        (by simp only [sphY]; field_simp; ring)
    · exact (((Real.hasDerivAt_cos x).fun_neg.fun_div (hsq x)
        (pow_ne_zero 2 hx.ne')).fun_sub
        ((Real.hasDerivAt_sin x).fun_div (hasDerivAt_id' x) hx.ne')).congr_deriv
        (by simp only [sphY]; field_simp; ring)
```

The bound does not extend to every real $l$. Continued to $l=-1/2$, the quotient becomes that of the ordinary Bessel functions $J_0/Y_0$, as for the zero-angular-momentum wave in two dimensions, and the slope tends to $-\infty$ as $x\to0^+$.

## Positive $x$: a nonzero wave number and a sphere of finite size

The condition $x>0$ says that $k$ and $a$ are both positive. By hand it permits division by $x$ and makes $t=1/x$ positive. In the proof it also provides a neighbourhood on which an identity between functions may be differentiated. By parity the slope formula continues to negative $x$, so the restriction reflects the physical range.

The ladder relations give $x^2f_l'=lxf_l-x^2f_{l+1}$. Differentiating once more, the $f_{l+1}$ terms cancel and
$$(x^2f_l')'=(l(l+1)-x^2)f_l,$$
the free radial equation. This confirms that the definitions describe free waves.

```lean
/-- A family obeying the ladder relations solves the free radial equation
`(x² f_l')' = (l(l+1) - x²) f_l`. -/
theorem radial_equation {f : ℕ → ℝ → ℝ} (hf : IsLadder f) (l : ℕ) {x : ℝ} (hx : 0 < x) :
    HasDerivAt (fun t => t ^ 2 * deriv (f l) t) ((l * (l + 1) - x ^ 2) * f l x) x := by
  have hx0 : x ≠ 0 := hx.ne'
  obtain ⟨a, b⟩ := hf l x hx
  have hsq : HasDerivAt (fun t : ℝ => t ^ 2) (2 * x) x := by simpa using hasDerivAt_pow 2 x
  have hd : HasDerivAt (fun t => (l : ℝ) * (t * f l t) - t ^ 2 * f (l + 1) t)
      ((l * (l + 1) - x ^ 2) * f l x) x :=
    ((((hasDerivAt_id' x).fun_mul a).const_mul (l : ℝ)).fun_sub
      (hsq.fun_mul b)).congr_deriv (by field_simp; ring)
  refine hd.congr_of_eventuallyEq ?_
  filter_upwards [Ioi_mem_nhds hx] with t ht
  have ht0 : t ≠ 0 := (Set.mem_Ioi.mp ht).ne'
  rw [(hf l t ht).1.deriv]
  field_simp
```

The numerator of the phase derivative comes from
$$x^2(j_{l+1}y_l-j_ly_{l+1})=1.$$
At $l=0$ this is $\sin^2x+\cos^2x=1$. In the step to $l+1$, the terms with $(2l+3)/x$ cancel and leave the previous cross product. Here $x\ne0$ is enough.

```lean
/-- The cross product of neighbouring partial waves:
`x² (j_{l+1} y_l - j_l y_{l+1}) = 1`. -/
theorem cross_product (l : ℕ) {x : ℝ} (hx : x ≠ 0) :
    x ^ 2 * (sphJ (l + 1) x * sphY l x - sphJ l x * sphY (l + 1) x) = 1 := by
  induction l with
  | zero =>
    have key : sphJ (0 + 1) x * sphY 0 x - sphJ 0 x * sphY (0 + 1) x = 1 / x ^ 2 := by
      simp only [zero_add, sphJ, sphY]
      linear_combination (1 / x ^ 2) * Real.sin_sq_add_cos_sq x
    rw [key]
    field_simp
  | succ l ih =>
    have hJ : sphJ (l + 1 + 1) x = (2 * (l : ℝ) + 3) / x * sphJ (l + 1) x - sphJ l x := rfl
    have hY : sphY (l + 1 + 1) x = (2 * (l : ℝ) + 3) / x * sphY (l + 1) x - sphY l x := rfl
    rw [hJ, hY]
    linear_combination ih
```

For the modulus, write $P=x^2(j_lj_{l+1}+y_ly_{l+1})$. The ladder relations and the recurrence give
$$M_{l+1}'=2P-\frac{2l+2}{x}M_{l+1},$$
$$M_{l+2}=\frac{(2l+3)^2}{x^2}M_{l+1}-\frac{2(2l+3)}{x}P+M_l.$$
Eliminating $P$,
$$M_{l+2}=M_l+\frac{2l+3}{x}\left(\frac{M_{l+1}}{x}-M_{l+1}'\right).$$
With $M_l(x)=p_l(t)$ and $M_l'=-t^2p_l'(t)$, this becomes
$$p_{l+2}=p_l+(2l+3)t^2\,(p_{l+1}+t\,p_{l+1}'),\qquad p_0=1,\quad p_1=1+t^2.$$
The proof carries two neighbouring values of $l$ through the induction. It computes $M_{l+1}'$ once from the waves and once from the polynomial, and equates the results by uniqueness of the derivative.

```lean
/-- The squared modulus `x² (j_l² + y_l²)` is a polynomial in `1/x` with natural-number
coefficients. -/
theorem modulus_eq_poly (l : ℕ) {x : ℝ} (hx : 0 < x) :
    modulus l x = aeval x⁻¹ (modulusPoly l) := by
  have key : ∀ l : ℕ, (∀ x : ℝ, 0 < x → modulus l x = aeval x⁻¹ (modulusPoly l)) ∧
      (∀ x : ℝ, 0 < x → modulus (l + 1) x = aeval x⁻¹ (modulusPoly (l + 1))) := by
    intro l
    induction l with
    | zero =>
      refine ⟨fun x hx => ?_, fun x hx => ?_⟩
      · have h : sphJ 0 x ^ 2 + sphY 0 x ^ 2 = 1 / x ^ 2 := by
          simp only [sphJ, sphY]
          linear_combination (1 / x ^ 2) * Real.sin_sq_add_cos_sq x
        have e : aeval x⁻¹ (modulusPoly 0) = (1 : ℝ) := by simp [modulusPoly]
        rw [e, modulus, h]
        field_simp
      · have h : sphJ (0 + 1) x ^ 2 + sphY (0 + 1) x ^ 2 = 1 / x ^ 2 + 1 / x ^ 4 := by
          simp only [zero_add, sphJ, sphY]
          linear_combination (1 / x ^ 2 + 1 / x ^ 4) * Real.sin_sq_add_cos_sq x
        have e : aeval x⁻¹ (modulusPoly (0 + 1)) = 1 + x⁻¹ ^ 2 := by simp [modulusPoly]
        have hu : x ^ 2 * x⁻¹ ^ 2 = 1 := by
          rw [← mul_pow, mul_inv_cancel₀ hx.ne', one_pow]
        rw [e, modulus, h]
        linear_combination (1 + x⁻¹ ^ 2) * hu
    | succ l ih =>
      refine ⟨ih.2, fun x hx => ?_⟩
      have hx0 : x ≠ 0 := hx.ne'
      have hJ := (bessel_isLadder.1 l x hx).2
      have hY := (bessel_isLadder.2 l x hx).2
      have hsq : HasDerivAt (fun t : ℝ => t ^ 2) (2 * x) x := by
        simpa using hasDerivAt_pow 2 x
      -- the derivative of the modulus, once from the waves and once from the polynomial
      have hd : HasDerivAt (modulus (l + 1))
          (2 * x * (sphJ (l + 1) x ^ 2 + sphY (l + 1) x ^ 2) + x ^ 2 *
            (2 * sphJ (l + 1) x * (sphJ l x - (l + 2) / x * sphJ (l + 1) x) +
             2 * sphY (l + 1) x * (sphY l x - (l + 2) / x * sphY (l + 1) x))) x :=
        (hsq.fun_mul ((hJ.fun_pow 2).fun_add (hY.fun_pow 2))).congr_deriv
          (by simp only [Nat.reduceSub, pow_one, Nat.cast_ofNat])
      have hp : HasDerivAt (fun t : ℝ => aeval t⁻¹ (modulusPoly (l + 1)))
          (aeval x⁻¹ (derivative (modulusPoly (l + 1))) * (-(x ^ 2)⁻¹)) x :=
        (Polynomial.hasDerivAt_aeval (modulusPoly (l + 1)) x⁻¹).comp x (hasDerivAt_inv hx0)
      have heq := hd.unique (hp.congr_of_eventuallyEq (by
        filter_upwards [Ioi_mem_nhds hx] with t ht using ih.2 t ht))
      have hQ : aeval x⁻¹ (derivative (modulusPoly (l + 1))) =
          -(x ^ 2) * (aeval x⁻¹ (derivative (modulusPoly (l + 1))) * (-(x ^ 2)⁻¹)) := by
        field_simp
      rw [← heq] at hQ
      have e : aeval x⁻¹ (modulusPoly (l + 1 + 1)) = aeval x⁻¹ (modulusPoly l) +
          (2 * (l : ℝ) + 3) * x⁻¹ ^ 2 * (aeval x⁻¹ (modulusPoly (l + 1)) +
            x⁻¹ * aeval x⁻¹ (derivative (modulusPoly (l + 1)))) := by
        have hc : aeval x⁻¹ ((2 * l + 3 : ℕ) : ℕ[X]) = 2 * (l : ℝ) + 3 := by
          rw [map_natCast]
          push_cast
          rfl
        simp only [modulusPoly, map_add, map_mul, map_pow, aeval_X, hc]
      have hJ2 : sphJ (l + 1 + 1) x = (2 * (l : ℝ) + 3) / x * sphJ (l + 1) x - sphJ l x := rfl
      have hY2 : sphY (l + 1 + 1) x = (2 * (l : ℝ) + 3) / x * sphY (l + 1) x - sphY l x := rfl
      rw [e, ← ih.1 x hx, ← ih.2 x hx, hQ]
      simp only [modulus, hJ2, hY2]
      field_simp
      ring
  exact (key l).1 x hx
```

No negative coefficient can arise from this recursion. For $t>0$ the added term is strictly positive, so $p_l\ge1$, and $p_l>1$ once $l\ge1$. In Lean, the coefficient type `ℕ[X]` supplies the nonnegativity.

```lean
/-- At positive argument the modulus polynomials are at least one, and they exceed one
for every nonzero angular momentum. -/
theorem one_le_modulusPoly {t : ℝ} (ht : 0 < t) (l : ℕ) :
    1 ≤ aeval t (modulusPoly l) ∧ 1 < aeval t (modulusPoly (l + 1)) := by
  have hn : ∀ q : ℕ[X], 0 ≤ aeval t q := fun q => by
    rw [Polynomial.aeval_eq_sum_range]
    refine Finset.sum_nonneg fun i _ => ?_
    simp only [nsmul_eq_mul]
    positivity
  induction l with
  | zero =>
    have e : aeval t (modulusPoly (0 + 1)) = 1 + t ^ 2 := by simp [modulusPoly]
    refine ⟨by simp [modulusPoly], ?_⟩
    rw [e]
    linarith [pow_pos ht 2]
  | succ l ih =>
    refine ⟨ih.2.le, ?_⟩
    have e : aeval t (modulusPoly (l + 1 + 1)) = aeval t (modulusPoly l) +
        (2 * (l : ℝ) + 3) * t ^ 2 * (aeval t (modulusPoly (l + 1)) +
          t * aeval t (derivative (modulusPoly (l + 1)))) := by
      have hc : aeval t ((2 * l + 3 : ℕ) : ℕ[X]) = 2 * (l : ℝ) + 3 := by
        rw [map_natCast]
        norm_num
      simp only [modulusPoly, map_add, map_mul, map_pow, aeval_X, hc]
    have h1 := mul_nonneg ht.le (hn (derivative (modulusPoly (l + 1))))
    have h2 : 0 < (2 * (l : ℝ) + 3) * t ^ 2 * (aeval t (modulusPoly (l + 1)) +
        t * aeval t (derivative (modulusPoly (l + 1)))) :=
      mul_pos (by positivity) (by linarith [ih.2])
    rw [e]
    linarith [ih.1]
```

## Nonzero $y_l(x)$: a finite tangent of the phase

Outside the sphere the radial wave is proportional to $\cos d\,j_l(kr)-\sin d\,y_l(kr)$. An infinitely hard wall makes it vanish at $r=a$, which gives $\tan d=j_l(x)/y_l(x)$. The condition $y_l(x)\ne0$ says that this tangent is finite.

Without it the result fails already for $l=0$ at $x=\pi/2$, where $y_0=0$. The function $\arctan(-\tan x)$ tends to $-\pi/2$ from the left and to $+\pi/2$ from the right, so no value at that point makes it differentiable. The jump is one of branch: the physical phase is followed continuously by subtracting a further $\pi$ from the principal value each time $x$ increases through a zero of $y_l$. Lean's convention $j_0/0=0$ would set the phase to zero there, and the wave at the surface would be $2/\pi$ instead of 0.

The next proof uses the condition to clear the denominator in $\sin d/\cos d=j_l/y_l$; the cosine of an arctangent is always positive.

```lean
/-- If `y_l(x)` is nonzero, then with the hard-sphere phase the radial wave `cos d · j_l - sin d ·
y_l` vanishes at the surface of the sphere. -/
theorem wave_vanishes_at_surface (l : ℕ) {x : ℝ} (hy : sphY l x ≠ 0) :
    Real.cos (phase l x) * sphJ l x - Real.sin (phase l x) * sphY l x = 0 := by
  have h : Real.tan (phase l x) = sphJ l x / sphY l x := Real.tan_arctan _
  have hc : Real.cos (phase l x) ≠ 0 := (Real.cos_arctan_pos _).ne'
  rw [Real.tan_eq_sin_div_cos, div_eq_div_iff hc hy] at h
  linarith
```

For the slope, the $l/x$ terms cancel in the quotient rule, and the cross product gives
$$\left(\frac{j_l}{y_l}\right)'=\frac{-j_{l+1}y_l+j_ly_{l+1}}{y_l^2}=-\frac{1}{x^2y_l^2}.$$
Dividing by $1+(j_l/y_l)^2$, as the derivative of the arctangent requires,
$$d_l'(x)=-\frac{1}{x^2(j_l^2+y_l^2)}=-\frac1{M_l}.$$
Since $M_l\ge1$, this lies in $[-1,0)$.

The theorem reads: for every natural $l$ and real $x>0$ with $y_l(x)\ne0$, `phase l` is differentiable at $x$ with this derivative, and the value belongs to `Set.Ico (-1) 0`, the interval closed at $-1$ and open at 0. Its proof follows the two displays, with `hw` as the cross product and `hq` as the quotient rule, and then takes the bound from the polynomial. It concerns the principal branch for an infinitely hard wall; soft or finite potentials are not covered.

```lean
/-- In every partial wave the hard-sphere phase has derivative `-1/(x² (j_l² + y_l²))`
wherever `y_l` is nonzero, and this derivative lies in `[-1, 0)`. -/
theorem hasDerivAt_phase (l : ℕ) {x : ℝ} (hx : 0 < x) (hy : sphY l x ≠ 0) :
    HasDerivAt (phase l) (-1 / (x ^ 2 * (sphJ l x ^ 2 + sphY l x ^ 2))) x ∧
    -1 / (x ^ 2 * (sphJ l x ^ 2 + sphY l x ^ 2)) ∈ Set.Ico (-1 : ℝ) 0 := by
  have hx0 : x ≠ 0 := hx.ne'
  constructor
  · -- the cross product fixes the numerator of the quotient rule
    have hw : sphJ (l + 1) x * sphY l x - sphJ l x * sphY (l + 1) x = 1 / x ^ 2 :=
      eq_div_of_mul_eq (pow_ne_zero 2 hx0) (by linear_combination cross_product l hx0)
    have hq : HasDerivAt (fun t => sphJ l t / sphY l t) (-1 / x ^ 2 / sphY l x ^ 2) x :=
      ((bessel_isLadder.1 l x hx).1.fun_div (bessel_isLadder.2 l x hx).1 hy).congr_deriv
        (by congr 1; linear_combination -hw)
    have hS : sphJ l x ^ 2 + sphY l x ^ 2 ≠ 0 := by positivity
    have e : 1 + (sphJ l x / sphY l x) ^ 2 =
        (sphJ l x ^ 2 + sphY l x ^ 2) / sphY l x ^ 2 := by
      rw [div_pow, add_div, div_self (pow_ne_zero 2 hy), add_comm]
    refine hq.arctan.congr_deriv ?_
    rw [e]
    field_simp
  · have hM : 1 ≤ x ^ 2 * (sphJ l x ^ 2 + sphY l x ^ 2) := by
      have h := (one_le_modulusPoly (inv_pos.2 hx) l).1
      rw [← modulus_eq_poly l hx] at h
      exact h
    have hpos := lt_of_lt_of_le zero_lt_one hM
    refine ⟨?_, div_neg_of_neg_of_pos (by norm_num) hpos⟩
    rw [le_div_iff₀ hpos]
    linarith
```

Under the same conditions, slope $-1$ means $M_l=1$. This holds for $l=0$ and is excluded for $l\ge1$ by the strict inequality, so the endpoint belongs to the s-wave alone.

```lean
/-- At any `x > 0` where `y_l` is nonzero, the slope of the hard-sphere phase equals `-1` exactly
when `l = 0`. -/
theorem deriv_phase_eq_neg_one_iff (l : ℕ) {x : ℝ} (hx : 0 < x) (hy : sphY l x ≠ 0) :
    deriv (phase l) x = -1 ↔ l = 0 := by
  rw [(hasDerivAt_phase l hx hy).1.deriv]
  change -1 / modulus l x = -1 ↔ l = 0
  rw [modulus_eq_poly l hx]
  cases l with
  | zero => simp [modulusPoly]
  | succ n =>
    have h := (one_le_modulusPoly (inv_pos.2 hx) n).2
    have hp := lt_trans zero_lt_one h
    constructor
    · intro e
      rw [div_eq_iff hp.ne'] at e
      exfalso
      linarith
    · intro e
      exact absurd e (Nat.succ_ne_zero n)

end

end HardSpherePhase
```

```lean
#print axioms HardSpherePhase.radial_equation
-- 'HardSpherePhase.radial_equation' depends on axioms: [propext, Classical.choice, Quot.sound]
#print axioms HardSpherePhase.wave_vanishes_at_surface
-- 'HardSpherePhase.wave_vanishes_at_surface' depends on axioms: [propext, Classical.choice, Quot.sound]
#print axioms HardSpherePhase.hasDerivAt_phase
-- 'HardSpherePhase.hasDerivAt_phase' depends on axioms: [propext, Classical.choice, Quot.sound]
#print axioms HardSpherePhase.deriv_phase_eq_neg_one_iff
-- 'HardSpherePhase.deriv_phase_eq_neg_one_iff' depends on axioms: [propext, Classical.choice, Quot.sound]
```
